# A Born series with a finite matrix as kernel converges exactly when the kernel's eigenvalues lie inside the open unit disc

The Born series $1+X+X^2+\cdots$, whose kernel $X$ is a finite complex square matrix, converges if and only if every eigenvalue of $X$ has modulus below one, and its sum is then $(1-X)^{-1}$.

In scattering, a particle with free Hamiltonian $H_0$ meets a potential $V$. Expanding in repeated scatterings at complex energy $z$ gives a geometric series in the kernel $X=G_0V$, where $G_0=(z-H_0)^{-1}$ is the free Green's matrix. The criterion decides whether this expansion of a one-particle Green's function can be summed term by term, for $H_0$ and $V$ written in a finite orthonormal basis. Weinberg's name is attached to the same question for integral kernels in infinite dimension. The passage from a finite basis to the continuum, with $z$ approaching the scattering energies on the real axis, is a separate step that the theorems below do not supply.

## Kernel, partial sums and free Green's matrix

The finite index type `n` labels the basis states. Matrices are complex and need not be Hermitian.

```lean
import Mathlib

open Matrix Filter Topology
open scoped NNReal ENNReal

namespace WeinbergCriterion

variable {n : Type*} [Fintype n] [DecidableEq n]
```

The partial sum $S_N=\sum_{k=0}^{N-1}X^k$ has $N$ terms, so $S_0=0$ and $S_1=1$, the identity matrix.

```lean
/-- The partial sum `1 + X + ... + X^(N-1)` of the Born series with kernel `X`. -/
def bornSum (X : Matrix n n ℂ) (N : ℕ) : Matrix n n ℂ :=
  ∑ k ∈ Finset.range N, X ^ k
```

Convergence means that every matrix entry converges as $N\to\infty$. In Lean, `Tendsto … atTop (𝓝 S)` says that the limit is $S$.

```lean
/-- The Born series with kernel `X` converges: its partial sums have a limit. -/
def BornConverges (X : Matrix n n ℂ) : Prop :=
  ∃ S, Tendsto (bornSum X) atTop (𝓝 S)
```

An eigenvalue $\mu$ comes with a non-zero vector $v$ satisfying $Xv=\mu v$. The symbol `*ᵥ` is the matrix-vector product.

```lean
/-- Every eigenvalue of `X` has modulus below one. -/
def EigenvaluesInsideDisc (X : Matrix n n ℂ) : Prop :=
  ∀ (μ : ℂ) (v : n → ℂ), v ≠ 0 → X *ᵥ v = μ • v → ‖μ‖ < 1
```

Lean assigns the value zero to the inverse of a singular matrix, so the theorems that use $G_0$ assume separately that $z-H_0$ is invertible, written `IsUnit`. Physically, $z$ is not an energy level of the free system.

```lean
/-- The free Green's matrix `(z - H₀)⁻¹`, for `z` not an eigenvalue of `H₀`. -/
noncomputable def freeGreen (H₀ : Matrix n n ℂ) (z : ℂ) : Matrix n n ℂ :=
  (z • (1 : Matrix n n ℂ) - H₀)⁻¹
```

## (a) Powers of an element with small spectrum

**Task.** Let $a$ belong to a non-trivial complex Banach algebra, and let every point of its spectrum have modulus below one. Show that
$$a^k\to 0\qquad(k\to\infty).$$

**Solution.** The spectrum is compact and non-empty, so the modulus attains a maximum $\rho<1$ on it. Choose $r$ with $\rho<r<1$. Gelfand's formula says $\|a^k\|^{1/k}\to\rho$. Hence $\|a^k\|^{1/k}<r$ for all large $k$, which gives $\|a^k\|\le r^k\to0$.

In the code, `hρ` is the bound on the spectral radius, `bound` is the geometric estimate, and `squeeze_zero_norm'` takes the limit. Gelfand's formula comes from Mathlib.

```lean
/-- In a non-trivial complex Banach algebra, the powers of an element whose spectrum lies inside the
open unit disc tend to zero. -/
theorem pow_tendsto_zero_of_spectrum {A : Type*} [NormedRing A] [NormedAlgebra ℂ A]
    [CompleteSpace A] [Nontrivial A] (a : A) (h : ∀ z ∈ spectrum ℂ a, ‖z‖ < 1) :
    Tendsto (fun k : ℕ => a ^ k) atTop (𝓝 0) := by
  have hρ : spectralRadius ℂ a < ((1 : ℝ≥0) : ℝ≥0∞) :=
    spectrum.spectralRadius_lt_of_forall_lt a
      (fun z hz => NNReal.coe_lt_coe.mp (by simpa using h z hz))
  obtain ⟨r, hr, hr1⟩ := ENNReal.lt_iff_exists_nnreal_btwn.mp hρ
  have hr1' : (r : ℝ) < 1 := by exact_mod_cast hr1
  -- Gelfand's formula bounds the powers by a geometric sequence
  have ev := (spectrum.pow_nnnorm_pow_one_div_tendsto_nhds_spectralRadius a).eventually_lt_const hr
  have bound : ∀ᶠ k : ℕ in atTop, ‖a ^ k‖ ≤ (r : ℝ) ^ k := by
    filter_upwards [ev, eventually_gt_atTop 0] with k hk hpos
    have hk0 : (0 : ℝ) < k := by exact_mod_cast hpos
    have h1 : (‖a ^ k‖₊ : ℝ≥0∞) ≤ (r : ℝ≥0∞) ^ k := by
      calc (‖a ^ k‖₊ : ℝ≥0∞) = ((‖a ^ k‖₊ : ℝ≥0∞) ^ (1 / k : ℝ)) ^ (k : ℝ) := by
            rw [← ENNReal.rpow_mul, one_div_mul_cancel hk0.ne', ENNReal.rpow_one]
        _ ≤ (r : ℝ≥0∞) ^ (k : ℝ) := ENNReal.rpow_le_rpow hk.le hk0.le
        _ = (r : ℝ≥0∞) ^ k := ENNReal.rpow_natCast _ _
    have h2 : ‖a ^ k‖₊ ≤ r ^ k := by exact_mod_cast h1
    have h3 := NNReal.coe_le_coe.mpr h2
    rwa [coe_nnnorm, NNReal.coe_pow] at h3
  exact squeeze_zero_norm' bound (tendsto_pow_atTop_nhds_zero_of_lt_one r.coe_nonneg hr1')
```

## (b) Powers of a matrix and its eigenvalues

**Task.** For a complex square matrix $X$, show that
$$X^k\to0\quad\Longleftrightarrow\quad |\mu|<1\ \text{for every eigenvalue }\mu\text{ of }X.$$

**Solution.** Suppose $X^k\to0$ and $Xv=\mu v$ with $v\ne0$. By induction $X^kv=\mu^kv$. Pick a component $v_i\neq0$. Then $|\mu|^k|v_i|\to0$. If $|\mu|\ge1$, this quantity would never fall below $|v_i|>0$, a contradiction.

Conversely, let all eigenvalues have modulus below one. If $\zeta$ is in the spectrum, $\zeta-X$ is singular, so its determinant vanishes and some $v\ne0$ satisfies $Xv=\zeta v$. Thus $|\zeta|<1$, and (a) applies.

Lean proves the induction as `hpow` and the continuity of one component as `hc`. For the converse it equips the matrices with the maximum-row-sum norm, whose convergence is entrywise convergence. The matrix with no rows is treated apart, because (a) needs a non-trivial algebra.

```lean
/-- The powers of a complex square matrix tend to zero if and only if all its eigenvalues
have modulus below one. -/
theorem pow_tendsto_zero_iff (X : Matrix n n ℂ) :
    Tendsto (fun k : ℕ => X ^ k) atTop (𝓝 0) ↔ EigenvaluesInsideDisc X := by
  constructor
  · intro hX μ v hv he
    by_contra hμ
    have hpow : ∀ k : ℕ, X ^ k *ᵥ v = μ ^ k • v := by
      intro k
      induction k with
      | zero => simp
      | succ k ih =>
        rw [pow_succ, ← Matrix.mulVec_mulVec, he, Matrix.mulVec_smul, ih, smul_smul, pow_succ,
          mul_comm]
    obtain ⟨i, hi⟩ := Function.ne_iff.mp hv
    have hc : Continuous fun A : Matrix n n ℂ => (A *ᵥ v) i :=
      (continuous_apply i).comp (continuous_id.matrix_mulVec continuous_const)
    -- a component of the eigenvector would have to shrink, but it cannot
    have h1 := ((hc.tendsto 0).comp hX).norm
    simp only [Function.comp_def, hpow, Matrix.zero_mulVec, Pi.smul_apply, Pi.zero_apply,
      smul_eq_mul, norm_mul, norm_pow, norm_zero] at h1
    obtain ⟨N, hN⟩ := (h1.eventually_lt_const (norm_pos_iff.mpr hi)).exists
    have h2 : 1 ≤ ‖μ‖ ^ N := one_le_pow₀ (not_lt.mp hμ)
    nlinarith [norm_nonneg (v i)]
  · intro hX
    have hs : ∀ z ∈ spectrum ℂ X, ‖z‖ < 1 := by
      intro z hz
      rw [spectrum.mem_iff, Matrix.isUnit_iff_isUnit_det, isUnit_iff_ne_zero, not_not,
        ← Matrix.exists_mulVec_eq_zero_iff] at hz
      obtain ⟨v, hv, h0⟩ := hz
      rw [Algebra.algebraMap_eq_smul_one, Matrix.sub_mulVec, Matrix.smul_mulVec,
        Matrix.one_mulVec, sub_eq_zero] at h0
      exact hX z v hv h0.symm
    cases isEmpty_or_nonempty n
    · have h0 : (fun k : ℕ => X ^ k) = fun _ => 0 := funext fun _ => Subsingleton.elim _ _
      rw [h0]
      exact tendsto_const_nhds
    · let : NormedRing (Matrix n n ℂ) := Matrix.linftyOpNormedRing
      let : NormedAlgebra ℂ (Matrix n n ℂ) := Matrix.linftyOpNormedAlgebra
      have : CompleteSpace (Matrix n n ℂ) := FiniteDimensional.complete ℂ _
      exact pow_tendsto_zero_of_spectrum X hs
```

## (c) Convergence and sum of the series

**Task.** Show that $S_N$ converges if and only if every eigenvalue of $X$ has modulus below one, and that whenever it converges, $1-X$ is invertible and
$$\lim_{N\to\infty}S_N=(1-X)^{-1}.$$

**Solution.** Multiplying out the sum, all intermediate powers cancel:
$$S_N(1-X)=1-X^N.$$

If $S_N\to S$, then $X^N=S_{N+1}-S_N\to S-S=0$, and (b) gives the eigenvalue condition. Taking the limit of the identity gives $S(1-X)=1$. For square matrices a left inverse is also a right inverse, so $S=(1-X)^{-1}$.

If instead the eigenvalue condition holds, $1$ is not an eigenvalue, so $1-X$ is invertible. Therefore
$$S_N=(1-X^N)(1-X)^{-1}\to(1-X)^{-1},$$
since $X^N\to0$ by (b).

The theorem is a conjunction: first the equivalence, then a statement about any limit `S`. The cancellation is `tele`, and `terms` is the step from convergent sums to vanishing powers. Uniqueness of limits, `tendsto_nhds_unique`, yields $S(1-X)=1$.

```lean
/-- Weinberg criterion: the Born series with kernel `X` converges if and only if every
eigenvalue of `X` has modulus below one; whenever it converges, `1 - X` is invertible and the
limit is `(1 - X)⁻¹`. -/
theorem weinberg_criterion (X : Matrix n n ℂ) :
    (BornConverges X ↔ EigenvaluesInsideDisc X) ∧
      ∀ S, Tendsto (bornSum X) atTop (𝓝 S) → IsUnit (1 - X) ∧ S = (1 - X)⁻¹ := by
  have tele : ∀ N, bornSum X N * (1 - X) = 1 - X ^ N := fun N => geom_sum_mul_neg X N
  -- the terms of a convergent series tend to zero
  have terms : ∀ S, Tendsto (bornSum X) atTop (𝓝 S) →
      Tendsto (fun k : ℕ => X ^ k) atTop (𝓝 0) := by
    intro S hS
    have h := (hS.comp (tendsto_add_atTop_nat 1)).sub hS
    rw [sub_self] at h
    refine h.congr fun N => ?_
    simp only [Function.comp_apply, bornSum, Finset.sum_range_succ, add_sub_cancel_left]
  refine ⟨⟨fun ⟨S, hS⟩ => (pow_tendsto_zero_iff X).mp (terms S hS), fun hX => ?_⟩, ?_⟩
  · -- one is not an eigenvalue, so the telescoped sum can be solved for the partial sum
    have hdet : IsUnit (1 - X).det := by
      rw [isUnit_iff_ne_zero]
      intro h0
      obtain ⟨v, hv, h1⟩ := Matrix.exists_mulVec_eq_zero_iff.mpr h0
      rw [Matrix.sub_mulVec, Matrix.one_mulVec, sub_eq_zero] at h1
      have h2 := hX 1 v hv (by rw [one_smul]; exact h1.symm)
      simp at h2
    refine ⟨(1 - 0) * (1 - X)⁻¹, ?_⟩
    refine ((((pow_tendsto_zero_iff X).mpr hX).const_sub 1).mul_const _).congr fun N => ?_
    rw [← tele N, mul_assoc, Matrix.mul_nonsing_inv _ hdet, mul_one]
  · intro S hS
    have h1 := hS.mul_const (1 - X)
    simp only [tele] at h1
    have h2 := (terms S hS).const_sub 1
    rw [sub_zero] at h2
    have h3 : S * (1 - X) = 1 := tendsto_nhds_unique h1 h2
    exact ⟨⟨⟨1 - X, S, mul_eq_one_comm.mp h3, h3⟩, rfl⟩, (Matrix.inv_eq_left_inv h3).symm⟩
```

## (d) Kernel eigenvalues as rescaled potentials

**Task.** Let $z-H_0$ be invertible and $\eta\neq0$. Show that
$$G_0V\psi=\eta\psi\quad\Longleftrightarrow\quad\left(H_0+\frac{V}{\eta}\right)\psi=z\psi.$$

**Solution.** Multiply the left equation by $z-H_0$ to get $V\psi=\eta(z-H_0)\psi$. Division by $\eta$ and rearrangement give the right equation. Each step can be reversed, since $z-H_0$ is invertible and $\eta\ne0$.

So a kernel eigenvalue $\eta$ says that the potential, divided by $\eta$, would put a level at $z$. For complex $\eta$ the rescaled Hamiltonian is generally not Hermitian. Both directions in Lean pass through the intermediate equation `hV`.

```lean
/-- If `z - H₀` is invertible and `η ≠ 0`, then `G₀V ψ = η ψ` holds exactly when `ψ` solves the
Schrödinger equation at energy `z` with the potential rescaled to `V/η`. -/
theorem kernel_eigen_iff (H₀ V : Matrix n n ℂ) (z η : ℂ) (ψ : n → ℂ)
    (hz : IsUnit (z • (1 : Matrix n n ℂ) - H₀)) (hη : η ≠ 0) :
    (freeGreen H₀ z * V) *ᵥ ψ = η • ψ ↔ (H₀ + η⁻¹ • V) *ᵥ ψ = z • ψ := by
  have hd := (Matrix.isUnit_iff_isUnit_det _).mp hz
  have hM : (z • (1 : Matrix n n ℂ) - H₀) *ᵥ ψ = z • ψ - H₀ *ᵥ ψ := by
    rw [Matrix.sub_mulVec, Matrix.smul_mulVec, Matrix.one_mulVec]
  rw [Matrix.add_mulVec, Matrix.smul_mulVec]
  constructor
  · intro h
    have hV : V *ᵥ ψ = η • (z • ψ - H₀ *ᵥ ψ) := by
      rw [← hM, ← Matrix.mulVec_smul, ← h, Matrix.mulVec_mulVec, ← mul_assoc, freeGreen,
        Matrix.mul_nonsing_inv _ hd, one_mul]
    rw [hV, smul_smul, inv_mul_cancel₀ hη, one_smul, add_sub_cancel]
  · intro h
    have hV : V *ᵥ ψ = η • (z • ψ - H₀ *ᵥ ψ) := by
      rw [← h, add_sub_cancel_left, smul_smul, mul_inv_cancel₀ hη, one_smul]
    rw [← Matrix.mulVec_mulVec, hV, ← hM, Matrix.mulVec_smul, Matrix.mulVec_mulVec, freeGreen,
      Matrix.nonsing_inv_mul _ hd, Matrix.one_mulVec]
```

## (e) Convergence read from the coupling strength

**Task.** With $z-H_0$ invertible, show that the Born series with kernel $G_0V$ converges if and only if
$$(H_0+gV)\psi\neq z\psi\quad\text{for all }\psi\neq0\text{ and all }g\in\mathbb C\text{ with }|g|\le1.$$

**Solution.** By (c), convergence means that all eigenvalues of $G_0V$ have modulus below one.

Assume this, and suppose $(H_0+gV)\psi=z\psi$ with $\psi\ne0$ and $|g|\le1$. If $g=0$, then $(z-H_0)\psi=0$, contradicting invertibility. If $g\neq0$, (d) makes $\eta=1/g$ an eigenvalue of $G_0V$ with $|\eta|\ge1$, again a contradiction.

Conversely, an eigenvalue $\mu$ of $G_0V$ with $|\mu|\ge1$ would give, by (d), a level at $z$ for the coupling $g=1/\mu$, which has $|g|\le1$.

The range of $g$ includes $-1$, so a level exactly at $z$ produced by the potential with reversed sign also spoils the series. The Lean proof splits on `hg0`, the case of zero coupling.

```lean
/-- For `z - H₀` invertible, the Born series with kernel `G₀V` converges if and only if `z` is
not an eigenvalue of `H₀ + gV` for any complex coupling `g` with `|g| ≤ 1`. -/
theorem born_converges_iff_coupling (H₀ V : Matrix n n ℂ) (z : ℂ)
    (hz : IsUnit (z • (1 : Matrix n n ℂ) - H₀)) :
    BornConverges (freeGreen H₀ z * V) ↔
      ∀ g : ℂ, ‖g‖ ≤ 1 → ∀ ψ : n → ℂ, ψ ≠ 0 → (H₀ + g • V) *ᵥ ψ ≠ z • ψ := by
  rw [(weinberg_criterion _).1]
  constructor
  · intro hX g hg ψ hψ he
    by_cases hg0 : g = 0
    · -- zero coupling is excluded because `z - H₀` is invertible
      rw [hg0, zero_smul, add_zero] at he
      have hd := (Matrix.isUnit_iff_isUnit_det _).mp hz
      refine hd.ne_zero (Matrix.exists_mulVec_eq_zero_iff.mp ⟨ψ, hψ, ?_⟩)
      rw [Matrix.sub_mulVec, Matrix.smul_mulVec, Matrix.one_mulVec, he, sub_self]
    · have h1 := hX g⁻¹ ψ hψ ((kernel_eigen_iff H₀ V z g⁻¹ ψ hz (inv_ne_zero hg0)).mpr
        (by rw [inv_inv]; exact he))
      rw [norm_inv] at h1
      exact not_lt_of_ge ((one_le_inv₀ (norm_pos_iff.mpr hg0)).mpr hg) h1
  · intro hB μ ψ hψ he
    by_contra hμ
    have h1 : 1 ≤ ‖μ‖ := not_lt.mp hμ
    have hμ0 : μ ≠ 0 := norm_pos_iff.mp (by linarith)
    exact hB μ⁻¹ (by rw [norm_inv]; exact inv_le_one_of_one_le₀ h1) ψ hψ
      ((kernel_eigen_iff H₀ V z μ ψ hz hμ0).mp he)
```

## (f) The full Green's matrix

**Task.** Let $z-H_0$ be invertible and let all eigenvalues of $X=G_0V$ have modulus below one. Show that $z-H_0-V$ is invertible and
$$S_NG_0\to(z-H_0-V)^{-1}.$$

**Solution.** Since $(z-H_0)G_0=1$,
$$z-H_0-V=(z-H_0)(1-G_0V).$$
Both factors are invertible, the second by (c). Inverting reverses their order:
$$(z-H_0-V)^{-1}=(1-G_0V)^{-1}G_0=\lim_{N\to\infty}S_NG_0.$$

The factorisation is `hf`, and `Matrix.mul_inv_rev` reverses the order.

```lean
/-- If `z - H₀` is invertible and all eigenvalues of `G₀V` have modulus below one, then
`z - H₀ - V` is invertible and the Born series times `G₀` converges to its inverse. -/
theorem born_tendsto_green (H₀ V : Matrix n n ℂ) (z : ℂ)
    (hz : IsUnit (z • (1 : Matrix n n ℂ) - H₀))
    (hX : EigenvaluesInsideDisc (freeGreen H₀ z * V)) :
    IsUnit (z • (1 : Matrix n n ℂ) - H₀ - V) ∧
      Tendsto (fun N => bornSum (freeGreen H₀ z * V) N * freeGreen H₀ z) atTop
        (𝓝 (z • (1 : Matrix n n ℂ) - H₀ - V)⁻¹) := by
  obtain ⟨S, hS⟩ := (weinberg_criterion _).1.mpr hX
  obtain ⟨hu, hSe⟩ := (weinberg_criterion _).2 S hS
  have hd := (Matrix.isUnit_iff_isUnit_det _).mp hz
  -- factor the interacting problem through the free one
  have hf : z • (1 : Matrix n n ℂ) - H₀ - V =
      (z • (1 : Matrix n n ℂ) - H₀) * (1 - freeGreen H₀ z * V) := by
    rw [mul_sub, mul_one, ← mul_assoc, freeGreen, Matrix.mul_nonsing_inv _ hd, one_mul]
  rw [hf]
  refine ⟨hz.mul hu, ?_⟩
  rw [Matrix.mul_inv_rev, ← hSe]
  exact hS.mul_const (freeGreen H₀ z)

end WeinbergCriterion
```

```lean
#print axioms WeinbergCriterion.born_converges_iff_coupling
-- 'WeinbergCriterion.born_converges_iff_coupling' depends on axioms: [propext, Classical.choice, Quot.sound]
#print axioms WeinbergCriterion.born_tendsto_green
-- 'WeinbergCriterion.born_tendsto_green' depends on axioms: [propext, Classical.choice, Quot.sound]
```

## Two levels with an off-diagonal potential

The two examples from here on are worked without Lean. Take, in arbitrary energy units, $z=-1$ and
$$H_0=\begin{pmatrix}0&0\\0&1\end{pmatrix},\quad V=\begin{pmatrix}0&1\\1&0\end{pmatrix},\quad X=G_0V=\begin{pmatrix}0&-1\\-\tfrac12&0\end{pmatrix}.$$
The eigenvalues of $X$ are $\pm1/\sqrt2$, so the series converges, although the maximum-row-sum norm of $X$ equals $1$. Because $X^2=\tfrac12\cdot1$, the even partial sums are $S_{2m}=2(1-2^{-m})(1+X)$, and
$$S_N\to\begin{pmatrix}2&-2\\-1&2\end{pmatrix},\qquad S_NG_0\to\begin{pmatrix}-2&1\\1&-1\end{pmatrix}.$$
The last matrix is indeed the inverse of $z-H_0-V=\begin{pmatrix}-1&-1\\-1&-2\end{pmatrix}$. In terms of (e), $\det(z-H_0-gV)=2-g^2$ vanishes only at $g=\pm\sqrt2$, outside the unit disc.

## An eigenvalue on the unit circle

Take one state with $H_0=0$, $z=1$ and $V=-1$. Then $G_0=1$ and $X=-1$, and the partial sums alternate between $1$ and $0$. The full Green's matrix exists and equals $\tfrac12$, but the series does not reach it. Weakening the eigenvalue condition in (f) to $|\mu|\le1$ therefore loses convergence, even when $z-H_0-V$ is invertible. The obstructing coupling is $g=-1$, for which $H_0+gV=1=z$.
